# Without a magnetic field, lattice orbitals proportional to one nonnegative function have kinetic energy equal to their von Weizsäcker energy

On a finite set of sites, take finitely many orbitals of the form c_i φ(x), with complex coefficients c_i and a single real function φ ≥ 0. The theorem says that the von Weizsäcker energy of their density n, the sum of t(x,y)(√n(x) − √n(y))² over ordered pairs of sites, equals their kinetic energy, the sum of t(x,y)|ψ_i(x) − ψ_i(y)|² over the same pairs and all orbitals. All link factors are 1, the weights t are arbitrary real numbers, and there is no interaction term; the orbitals need not be normalised or orthogonal, and neither energy is divided by a norm. The proof first shows that √n(x) is φ(x) times the length of the coefficient vector, `amplitude c`, and then compares the two energies link by link.

Lean 4 with Mathlib refuses this proof:

```lean
import Mathlib

open Finset

namespace LatticeHoffmannOstenhof

noncomputable section

variable {V ι : Type*} [Fintype ι]

/-- The length of the vector of orbital values at one site. -/
def amplitude (a : ι → ℂ) : ℝ := √(∑ i, ‖a i‖ ^ 2)

/-- The particle density at site `x`, summed over the orbitals. -/
def density (ψ : ι → V → ℂ) (x : V) : ℝ := ∑ i, ‖ψ i x‖ ^ 2

/-- The lattice von Weizsäcker energy of a density `n`, summed over ordered pairs of sites. -/
def weizsaecker [Fintype V] (t : V → V → ℝ) (n : V → ℝ) : ℝ :=
  ∑ x, ∑ y, t x y * (√(n x) - √(n y)) ^ 2

/-- The lattice kinetic energy of the orbitals with link factors `u`, summed over ordered
pairs of sites. -/
def kineticEnergy [Fintype V] (t : V → V → ℝ) (u : V → V → ℂ) (ψ : ι → V → ℂ) : ℝ :=
  ∑ i, ∑ x, ∑ y, t x y * ‖ψ i x - u x y * ψ i y‖ ^ 2

/-- The squared amplitude is the sum of the squared moduli of the orbital values. -/
theorem amplitude_sq (a : ι → ℂ) : amplitude a ^ 2 = ∑ i, ‖a i‖ ^ 2 :=
  Real.sq_sqrt (Finset.sum_nonneg fun i _ => sq_nonneg ‖a i‖)

variable [Fintype V]

/-- The kinetic energy can be summed link by link. -/
theorem kineticEnergy_eq_sum_links (t : V → V → ℝ) (u : V → V → ℂ) (ψ : ι → V → ℂ) :
    kineticEnergy t u ψ = ∑ x, ∑ y, t x y * ∑ i, ‖ψ i x - u x y * ψ i y‖ ^ 2 := by
  unfold kineticEnergy
  rw [Finset.sum_comm]
  refine Finset.sum_congr rfl fun x _ => ?_
  rw [Finset.sum_comm]
  simp only [Finset.mul_sum]

/-- Without a magnetic field, orbitals that are all multiples of one nonnegative real function
have kinetic energy equal to the von Weizsäcker energy. -/
theorem weizsaecker_eq_of_common_orbital (t : V → V → ℝ) (c : ι → ℂ) (φ : V → ℝ)
    (hφ : ∀ x, 0 ≤ φ x) :
    weizsaecker t (density fun i x => c i * (φ x : ℂ)) =
      kineticEnergy t (fun _ _ => 1) (fun i x => c i * (φ x : ℂ)) := by
  have hn : ∀ x, √(density (fun i x => c i * (φ x : ℂ)) x) = amplitude c * φ x := by
    intro x
    have h : density (fun i x => c i * (φ x : ℂ)) x = (amplitude c * φ x) ^ 2 := by
      simp only [density, norm_mul, mul_pow, Complex.norm_real, Real.norm_eq_abs, sq_abs,
        amplitude_sq, Finset.sum_mul]
    rw [h, Real.sqrt_sq (mul_nonneg (Real.sqrt_nonneg _) (hφ x))]
  rw [kineticEnergy_eq_sum_links]
  unfold weizsaecker
  refine Finset.sum_congr rfl fun x _ => Finset.sum_congr rfl fun y _ => ?_
  rw [hn, hn]
  refine congrArg (t x y * ·) ?_
  rw [← mul_sub, mul_pow, amplitude_sq, Finset.sum_mul]
  refine Finset.sum_congr rfl fun i _ => ?_
  have e : c i * (φ x : ℂ) - 1 * (c i * (φ y : ℂ)) = c i * ((φ x - φ y : ℝ) : ℂ) := by
    push_cast
    ring
  rw [e, norm_mul, mul_pow, Complex.norm_real, Real.norm_eq_abs, sq_abs]

end

end LatticeHoffmannOstenhof
```

Compiling this gives:

```
Main.lean:52:11: error: Tactic `rewrite` failed: Did not find an occurrence of the pattern
  √((√?m.93 * φ x) ^ 2)
in the target expression
  √((amplitude c * φ x) ^ 2) = amplitude c * φ x

V : Type u_1
ι : Type u_2
inst✝¹ : Fintype ι
inst✝ : Fintype V
t : V → V → ℝ
c : ι → ℂ
φ : V → ℝ
hφ : ∀ (x : V), 0 ≤ φ x
x : V
h : density (fun i x => c i * ↑(φ x)) x = (amplitude c * φ x) ^ 2
⊢ √((amplitude c * φ x) ^ 2) = amplitude c * φ x
```

Fix (accepted with no message):

```diff
@@ -50,5 +50,6 @@
       simp only [density, norm_mul, mul_pow, Complex.norm_real, Real.norm_eq_abs, sq_abs,
         amplitude_sq, Finset.sum_mul]
-    rw [h, Real.sqrt_sq (mul_nonneg (Real.sqrt_nonneg _) (hφ x))]
+    have hc : 0 ≤ amplitude c := Real.sqrt_nonneg _
+    rw [h, Real.sqrt_sq (mul_nonneg hc (hφ x))]
   rw [kineticEnergy_eq_sum_links]
   unfold weizsaecker
```

The error is in the step that simplifies `√((amplitude c * φ x) ^ 2)` to `amplitude c * φ x`. `Real.sqrt_sq` needs a proof that the base of the square is nonnegative, and `rw` takes the form of that base from the proof it is given. Here the first factor's nonnegativity came from `Real.sqrt_nonneg _`, which speaks of a literal square root, so the pattern became `√((√?m.93 * φ x) ^ 2)`. The goal has `amplitude c` in that place. It is a square root by definition, but `rw` does not unfold an ordinary definition like `amplitude` when matching, so it found no occurrence.

The repair first states `hc : 0 ≤ amplitude c`, still proved by `Real.sqrt_nonneg _`. This is accepted because Lean does unfold `amplitude` when checking that proof against the stated type. With `hc` passed to `mul_nonneg`, the pattern contains `amplitude c` itself and matches the goal.
